# The linearized Denman–Beavers step is a projection

Newton's iteration $X \mapsto (X + X^{-1}b^2)/2$ for the matrix square root $b$ can reach the answer and then lose it. Take $b = \mathrm{diag}(1,9)$. To first order, an error in the upper off-diagonal entry is multiplied by $-4$ at every step, so an error of $10^{-16}$ grows to order one in about 27 steps. In exact arithmetic, iterates that commute with $b$ never have such an error. When the same problem is written in a basis where $b$ is not diagonal, rounding can introduce the corresponding error.

The Denman–Beavers iteration carries the inverse square root along with the square root:
$$(Y,Z) \mapsto \left(\tfrac12(Y+Z^{-1}),\ \tfrac12(Z+Y^{-1})\right).$$
Write $Y=b+E$ and $Z=b^{-1}+F$. To first order, one step sends the errors to
$$L(E,F)=\left(\tfrac12(E-bFb),\ \tfrac12(F-b^{-1}Eb^{-1})\right).$$
In any real algebra with $b$ invertible, $L$ is idempotent, $L(L(E,F))=L(E,F)$, and its range is exactly the set of pairs with $E=-bFb$. Repeating the linearized step therefore cannot amplify an error further.

In electronic-structure theory, symmetric (Löwdin) orthogonalization of a basis uses $S^{-1/2}$, where $S$ is the overlap matrix. If this matrix is computed by the Denman–Beavers iteration, the result describes how errors propagate when the iterates are already close to $(S^{1/2},S^{-1/2})$ and quadratic terms are neglected.

## Errors near the fixed point

Let $X$ and $c$ be invertible, with $D=X-c$. Multiplying out gives two forms of the same difference:
$$X^{-1}-c^{-1}=-c^{-1}DX^{-1}=-X^{-1}Dc^{-1}.$$
Inserting the second form into the first yields an exact expansion:
$$X^{-1}=c^{-1}-c^{-1}Dc^{-1}+c^{-1}DX^{-1}Dc^{-1}.$$

With $X=Z$ and $c=b^{-1}$ this reads $Z^{-1}=b-bFb+bFZ^{-1}Fb$. With $X=Y$ and $c=b$ it reads $Y^{-1}=b^{-1}-b^{-1}Eb^{-1}+b^{-1}EY^{-1}Eb^{-1}$. The Denman–Beavers step therefore produces
$$(b,b^{-1})+L(E,F)+\tfrac12\left(bFZ^{-1}Fb,\ b^{-1}EY^{-1}Eb^{-1}\right).$$

Let $(E',F')=L(E,F)$. Then
$$bF'b=\tfrac12(bFb-E)=-E',$$
so every output satisfies $E'=-bF'b$. Conversely, suppose $E=-bFb$. Then $b^{-1}Eb^{-1}=-F$, and both components of $L(E,F)$ return their inputs: $\tfrac12(E+E)=E$ and $\tfrac12(F+F)=F$. Outputs are thus fixed by $L$, which is idempotence, and every pair obeying the relation is its own image, which settles the range.

The surviving errors are those for which $b^{-1}+F$ remains, to first order, the inverse of $b+E$. The errors removed in one step satisfy $E=bFb$: the first component of $L(E,F)=0$ gives this relation, and the relation makes both components vanish.

Now let a fresh error $r_k$ enter at each step, $e_{k+1}=L(e_k)+r_k$. Then $e_1=L(e_0)+r_0$ and $e_2=L(L(e_0)+r_0)+r_1=L(e_0+r_0)+r_1$. Continuing by induction,
$$e_{n+1}=L\Big(e_0+\sum_{k=0}^{n-1}r_k\Big)+r_n .$$
Errors add up, but they are not multiplied repeatedly. A single application of $L$ can still enlarge an error: for a real number $b$, the pair $(0,F)$ goes to $(-b^2F/2,\ F/2)$, whose first component is larger in size than $F$ when $b^2>2$ and $F\neq 0$.

For the uncoupled iteration, set $c=b$ and multiply the expansion of $X^{-1}$ by $b^2$ from the right. Averaging with $X=b+D$ gives
$$b+\tfrac12(D-b^{-1}Db)+\tfrac12\,b^{-1}DX^{-1}Db.$$
For $b=\mathrm{diag}(1,9)$ and $D$ with a single 1 in the upper right corner, $b^{-1}Db=9D$, and the linear term is $-4D$.

Invertibility of $b$ is essential. Take the real number $b=0$ and use its pseudoinverse, also $0$, in place of $b^{-1}$. The formula becomes $L(E,F)=(E/2,F/2)$, which halves errors at every step and is not idempotent. Its range is all pairs, not only those with $E=0$.

## The iteration and its error maps in Lean

The type `A` is a real algebra whose multiplication need not commute. Square real or complex matrices are examples. The real scalars supply the factor $1/2$.

```lean
import Mathlib

namespace DenmanBeaversDamping

noncomputable section

variable {A : Type*} [Ring A] [Algebra ℝ A]
```

An element of `Aˣ` is an invertible element together with its inverse, so the types of `Y` and `Z` contain the hypothesis that both inverses exist. The output of `dbStep` lies in `A × A`: the definition describes one step and does not claim that the new iterates are invertible.

```lean
/-- One coupled Denman-Beavers step for the square root `Y` and the inverse square root `Z`. -/
def dbStep (Y Z : Aˣ) : A × A :=
  ((1 / 2 : ℝ) • ((Y : A) + (Z⁻¹ : Aˣ)), (1 / 2 : ℝ) • ((Z : A) + (Y⁻¹ : Aˣ)))
```

The map $L$ is `dbError b`, with `x.1` and `x.2` standing for $E$ and $F$. It is built as a linear map, and the two proof fields check additivity and compatibility with real scalars.

```lean
/-- The linearized Denman-Beavers step, acting on the pair of errors `(E, F)` in `b` and its
inverse. -/
def dbError (b : Aˣ) : (A × A) →ₗ[ℝ] (A × A) where
  toFun x := ((1 / 2 : ℝ) • (x.1 - b * x.2 * b),
    (1 / 2 : ℝ) • (x.2 - (b⁻¹ : Aˣ) * x.1 * (b⁻¹ : Aˣ)))
  map_add' x y := by
    apply Prod.ext <;> simp only [Prod.fst_add, Prod.snd_add, mul_add, add_mul] <;> module
  map_smul' c x := by
    apply Prod.ext <;>
      simp only [Prod.smul_fst, Prod.smul_snd, mul_smul_comm, smul_mul_assoc,
        RingHom.id_apply] <;> module
```

The corresponding map for the uncoupled iteration is a plain function.

```lean
/-- The linearized error step of the uncoupled Newton iteration `X ↦ (X + X⁻¹ b²) / 2`. -/
def newtonError (b : Aˣ) (E : A) : A :=
  (1 / 2 : ℝ) • (E - (b⁻¹ : Aˣ) * E * b)
```

## From the inverse to the linearized step

The expansion of the inverse needs no real scalars and holds in any ring. Its proof groups the terms slightly differently from the derivation above. `h1` rewrites $c^{-1}(X-c)X^{-1}$ as $c^{-1}-X^{-1}$, and `h2` rewrites $(X-c)c^{-1}$ as $Xc^{-1}-1$. After multiplying out with `h3`, everything cancels except $X^{-1}$.

```lean
omit [Algebra ℝ A] in
/-- The inverse of `X` expanded about `c` to first order, with the exact second-order remainder. -/
theorem inv_expansion (c X : Aˣ) :
    ((X⁻¹ : Aˣ) : A) = (c⁻¹ : Aˣ) - (c⁻¹ : Aˣ) * ((X : A) - c) * (c⁻¹ : Aˣ)
      + (c⁻¹ : Aˣ) * ((X : A) - c) * (X⁻¹ : Aˣ) * ((X : A) - c) * (c⁻¹ : Aˣ) := by
  have h1 : ((c⁻¹ : Aˣ) : A) * ((X : A) - c) * (X⁻¹ : Aˣ) = (c⁻¹ : Aˣ) - (X⁻¹ : Aˣ) := by
    simp [mul_sub, sub_mul, mul_assoc]
  have h2 : ((X : A) - c) * (c⁻¹ : Aˣ) = X * (c⁻¹ : Aˣ) - 1 := by
    rw [sub_mul, Units.mul_inv c]
  have h3 : ((X⁻¹ : Aˣ) : A) * (X * (c⁻¹ : Aˣ)) = (c⁻¹ : Aˣ) :=
    Units.inv_mul_cancel_left X _
  -- both correction terms end in the factor `(X - c) c⁻¹`
  rw [h1, mul_assoc ((c⁻¹ : Aˣ) : A) ((X : A) - c), mul_assoc (((c⁻¹ : Aˣ) : A) - (X⁻¹ : Aˣ)),
    h2]
  simp only [sub_mul, mul_sub, mul_one, h3]
  abel
```

The next theorem ties `dbError` to the actual iteration. It applies the expansion once about `b⁻¹` and once about `b`, then compares components. In each component, `linear_combination` adds half of the relevant expansion and `module` checks the remaining linear identity.

```lean
/-- A Denman-Beavers step equals the fixed point `(b, b⁻¹)`, plus the linearized step applied to
the current errors, plus an explicit term quadratic in the errors. -/
theorem dbStep_expansion (b Y Z : Aˣ) :
    dbStep Y Z = ((b : A), ((b⁻¹ : Aˣ) : A))
      + dbError b ((Y : A) - b, (Z : A) - (b⁻¹ : Aˣ))
      + (1 / 2 : ℝ) •
        ((b : A) * ((Z : A) - (b⁻¹ : Aˣ)) * (Z⁻¹ : Aˣ) * ((Z : A) - (b⁻¹ : Aˣ)) * b,
         ((b⁻¹ : Aˣ) : A) * ((Y : A) - b) * (Y⁻¹ : Aˣ) * ((Y : A) - b) * (b⁻¹ : Aˣ)) := by
  have hZ := inv_expansion b⁻¹ Z
  rw [inv_inv] at hZ
  have hY := inv_expansion b Y
  apply Prod.ext
  · simp only [dbStep, dbError, LinearMap.coe_mk, AddHom.coe_mk, Prod.fst_add, Prod.smul_fst]
    linear_combination (norm := module) (1 / 2 : ℝ) • hZ
  · simp only [dbStep, dbError, LinearMap.coe_mk, AddHom.coe_mk, Prod.snd_add, Prod.smul_snd]
    linear_combination (norm := module) (1 / 2 : ℝ) • hY
```

This is an exact algebraic identity, with no notion of a small error. Another model would take `A` to be a complete normed algebra and state that $L$ is the derivative of the step at $(b,b^{-1})$. That would justify the words "to first order" by a limit and open the way to norm bounds on the remainder, at the price of assuming a norm.

## Idempotence, range and kernel

The first lemma characterizes the pairs that $L$ leaves unchanged. In the forward direction only the first component is needed. In the reverse direction, `h2` is the identity $b^{-1}Eb^{-1}=-F$.

```lean
/-- An error pair is left unchanged by the linearized step exactly when `E = -b F b`. -/
theorem dbError_eq_self_iff (b : Aˣ) (x : A × A) :
    dbError b x = x ↔ x.1 = -((b : A) * x.2 * b) := by
  constructor
  · intro h
    have h1 : (1 / 2 : ℝ) • (x.1 - b * x.2 * b) = x.1 := congrArg Prod.fst h
    linear_combination (norm := module) (-2 : ℝ) • h1
  · intro h
    have h2 : ((b⁻¹ : Aˣ) : A) * x.1 * (b⁻¹ : Aˣ) = -x.2 := by
      rw [h]; simp [mul_assoc]
    apply Prod.ext
    · change (1 / 2 : ℝ) • (x.1 - b * x.2 * b) = x.1
      linear_combination (norm := module) (-(1 / 2) : ℝ) • h
    · change (1 / 2 : ℝ) • (x.2 - (b⁻¹ : Aˣ) * x.1 * (b⁻¹ : Aˣ)) = x.2
      rw [h2]; module
```

In the main theorem, `out` is the computation $E'=-bF'b$. Idempotence follows by applying the previous lemma to an output. For the range, one direction is `out` again, and the other offers `x` as its own preimage.

```lean
/-- The linearized Denman-Beavers step is idempotent, and its range consists exactly of the error
pairs with `E = -b F b`. -/
theorem dbError_idempotent_and_range (b : Aˣ) :
    (∀ x, dbError b (dbError b x) = dbError b x) ∧
      ∀ x, x ∈ LinearMap.range (dbError b) ↔ x.1 = -((b : A) * x.2 * b) := by
  -- every output of the step satisfies the constraint
  have out : ∀ x, (dbError b x).1 = -((b : A) * (dbError b x).2 * b) := by
    intro x
    have h : (b : A) * ((b⁻¹ : Aˣ) * x.1 * (b⁻¹ : Aˣ)) * b = x.1 := by simp [mul_assoc]
    simp only [dbError, LinearMap.coe_mk, AddHom.coe_mk, mul_smul_comm, smul_mul_assoc,
      mul_sub, sub_mul, h]
    module
  refine ⟨fun x => (dbError_eq_self_iff b _).2 (out x), fun x => ⟨?_, fun h => ?_⟩⟩
  · rintro ⟨y, rfl⟩
    exact out y
  · exact ⟨x, (dbError_eq_self_iff b x).2 h⟩
```

The kernel follows the same pattern with the opposite sign.

```lean
/-- The error pairs removed by a single linearized step are exactly those with `E = b F b`. -/
theorem dbError_eq_zero_iff (b : Aˣ) (x : A × A) :
    dbError b x = 0 ↔ x.1 = (b : A) * x.2 * b := by
  constructor
  · intro h
    have h1 : (1 / 2 : ℝ) • (x.1 - b * x.2 * b) = 0 := congrArg Prod.fst h
    linear_combination (norm := module) (2 : ℝ) • h1
  · intro h
    have h2 : ((b⁻¹ : Aˣ) : A) * x.1 * (b⁻¹ : Aˣ) = x.2 := by
      rw [h]; simp [mul_assoc]
    apply Prod.ext
    · change (1 / 2 : ℝ) • (x.1 - b * x.2 * b) = 0
      rw [← h, sub_self, smul_zero]
    · change (1 / 2 : ℝ) • (x.2 - (b⁻¹ : Aˣ) * x.1 * (b⁻¹ : Aˣ)) = 0
      rw [h2, sub_self, smul_zero]
```

## Accumulated rounding errors

Here `e k` is the error pair before step `k`, and `r k` is the perturbation added during that step. The hypothesis `h` postulates the linearized recurrence and stands for finite-precision arithmetic near the fixed point, where products of errors are neglected. The sequence `r` is arbitrary: no floating-point format or bound on its size enters. In the induction step, linearity splits the sum and idempotence removes the repeated application of $L$.

```lean
/-- If a fresh rounding error `r k` enters at each linearized step, the error after `n + 1` steps is
one linearized step applied to the sum of the initial error and all earlier rounding errors, plus
the latest rounding error. -/
theorem rounding_accumulation (b : Aˣ) (e r : ℕ → A × A)
    (h : ∀ k, e (k + 1) = dbError b (e k) + r k) (n : ℕ) :
    e (n + 1) = dbError b (e 0 + ∑ k ∈ Finset.range n, r k) + r n := by
  induction n with
  | zero => simp [h 0]
  | succ n ih =>
    rw [h (n + 1), ih]
    simp only [map_add, (dbError_idempotent_and_range b).1, Finset.sum_range_succ]
    abel
```

## Growth in the uncoupled iteration

The Newton expansion multiplies `inv_expansion` by $b^2$ from the right. The name `D` replaces $X-b$ so that products are expanded around the error without breaking it up.

```lean
/-- The uncoupled Newton step for the square root of `b²` equals `b`, plus its linearized error
step, plus an explicit term quadratic in the error. -/
theorem newton_expansion (b X : Aˣ) :
    (1 / 2 : ℝ) • ((X : A) + (X⁻¹ : Aˣ) * ((b : A) * b)) = b + newtonError b ((X : A) - b)
      + (1 / 2 : ℝ) •
        (((b⁻¹ : Aˣ) : A) * ((X : A) - b) * (X⁻¹ : Aˣ) * ((X : A) - b) * b) := by
  have h := inv_expansion b X
  unfold newtonError
  generalize hD : (X : A) - b = D at h ⊢
  have hX : (X : A) = b + D := by rw [← hD]; abel
  -- multiply the expansion of the inverse by `b²` from the right
  have h' := congrArg (fun t => t * ((b : A) * b)) h
  simp only [add_mul, sub_mul, mul_assoc, Units.inv_mul_cancel_left] at h'
  simp only [mul_assoc]
  linear_combination (norm := module) (1 / 2 : ℝ) • h' + (1 / 2 : ℝ) • hX
```

The example needs $\mathrm{diag}(1,9)$ as a unit, so its inverse is supplied and both products are checked.

```lean
/-- The invertible matrix `diag(1, 9)`. -/
def diagOneNine : (Matrix (Fin 2) (Fin 2) ℝ)ˣ where
  val := !![1, 0; 0, 9]
  inv := !![1, 0; 0, 1 / 9]
  val_inv := by rw [Matrix.mul_fin_two, Matrix.one_fin_two]; norm_num
  inv_val := by rw [Matrix.mul_fin_two, Matrix.one_fin_two]; norm_num
```

The notation `^[k]` means `k` successive applications. `hE` computes the factor $-4$ entry by entry, `hs` shows that scalars pass through the error map, and induction combines them into $(-4)^k$. The theorem concerns the linearized iteration. For this particular error the quadratic term in `newton_expansion` vanishes, because $X$ is upper triangular, so the full iteration multiplies it by $-4$ as well. For a general error that has become large, the quadratic term also matters.

```lean
/-- For `b = diag(1, 9)`, the linearized uncoupled Newton iteration multiplies an upper
off-diagonal error by `-4` at every step. -/
theorem newton_error_growth (k : ℕ) :
    (newtonError diagOneNine)^[k] !![0, 1; 0, 0] =
      ((-4 : ℝ) ^ k) • (!![0, 1; 0, 0] : Matrix (Fin 2) (Fin 2) ℝ) := by
  have hv : (diagOneNine : Matrix (Fin 2) (Fin 2) ℝ) = !![1, 0; 0, 9] := rfl
  have hi : ((diagOneNine⁻¹ : (Matrix (Fin 2) (Fin 2) ℝ)ˣ) : Matrix (Fin 2) (Fin 2) ℝ)
      = !![1, 0; 0, 1 / 9] := rfl
  have hE : newtonError diagOneNine !![0, 1; 0, 0] =
      (-4 : ℝ) • (!![0, 1; 0, 0] : Matrix (Fin 2) (Fin 2) ℝ) := by
    rw [newtonError, hv, hi, Matrix.mul_fin_two, Matrix.mul_fin_two]
    ext i j
    fin_cases i <;> fin_cases j <;> norm_num
  have hs : ∀ (c : ℝ) (E : Matrix (Fin 2) (Fin 2) ℝ),
      newtonError diagOneNine (c • E) = c • newtonError diagOneNine E := by
    intro c E
    simp only [newtonError, mul_smul_comm, smul_mul_assoc]
    module
  induction k with
  | zero => simp
  | succ k ih => rw [Function.iterate_succ_apply', ih, hs, hE, smul_smul, pow_succ]

end

end DenmanBeaversDamping
```

```lean
#print axioms DenmanBeaversDamping.dbStep_expansion
-- 'DenmanBeaversDamping.dbStep_expansion' depends on axioms: [propext, Classical.choice, Quot.sound]
#print axioms DenmanBeaversDamping.rounding_accumulation
-- 'DenmanBeaversDamping.rounding_accumulation' depends on axioms: [propext, Classical.choice, Quot.sound]
#print axioms DenmanBeaversDamping.newton_expansion
-- 'DenmanBeaversDamping.newton_expansion' depends on axioms: [propext, Classical.choice, Quot.sound]
#print axioms DenmanBeaversDamping.newton_error_growth
-- 'DenmanBeaversDamping.newton_error_growth' depends on axioms: [propext, Classical.choice, Quot.sound]
```
